# Any normalised real state vector in finite dimension can be completed to an orthonormal basis

In a real space of finite dimension n + 1, any normalised state can be taken as the first member of an orthonormal basis. In matrix terms, for each real vector v with v·v = 1 there is a real square matrix Q with QᵀQ = 1 whose first column is v. The attempt writes v − e₀ = c u, where e₀ is the first standard basis vector and u is a unit vector, and derives c(2u₀ + c) = 0 from the normalisation of v. If c = 0, the identity matrix serves; if 2u₀ + c = 0, the Householder reflection 1 − 2uuᵀ sends e₀ to v.

An attempt in Lean 4 with a fault in it:

```lean
import Mathlib

open Matrix

namespace ExistsOrthogonalFirstColumn

/-- The Householder matrix 1 - 2 u uᵀ; for a unit vector u it is the reflection in the
hyperplane orthogonal to u. -/
def householder {n : ℕ} (u : Fin n → ℝ) : Matrix (Fin n) (Fin n) ℝ :=
  1 - (2 : ℝ) • vecMulVec u u

/-- Every real vector with at least one component is a multiple of a unit vector. -/
theorem exists_unit_direction {n : ℕ} (x : Fin (n + 1) → ℝ) :
    ∃ (c : ℝ) (u : Fin (n + 1) → ℝ), u ⬝ᵥ u = 1 ∧ x = c • u := by
  by_cases hx : x = 0
  · exact ⟨0, Pi.single 0 1, by simp, by simp [hx]⟩
  · have h0 : 0 ≤ x ⬝ᵥ x := Finset.sum_nonneg fun i _ => mul_self_nonneg (x i)
    have hp : 0 < x ⬝ᵥ x :=
      lt_of_le_of_ne h0 fun h => hx (dotProduct_self_eq_zero.mp h.symm)
    obtain ⟨s, hs, hq⟩ : ∃ s : ℝ, 0 < s ∧ s * s = x ⬝ᵥ x :=
      ⟨_, Real.sqrt_pos.mpr hp, Real.mul_self_sqrt hp.le⟩
    refine ⟨s, s⁻¹ • x, ?_, ?_⟩
    · rw [smul_dotProduct, dotProduct_smul, smul_eq_mul, smul_eq_mul, ← hq]
      field_simp
    · rw [smul_smul, mul_inv_cancel₀ hs.ne', one_smul]

/-- The Householder matrix of a unit vector is orthogonal. -/
theorem householder_orthogonal {n : ℕ} (u : Fin n → ℝ) (hu : u ⬝ᵥ u = 1) :
    (householder u)ᵀ * householder u = 1 := by
  have hT : (vecMulVec u u)ᵀ = vecMulVec u u := by
    ext i j
    simp only [transpose_apply, vecMulVec_apply, mul_comm]
  -- u uᵀ is a projector
  have hP : vecMulVec u u * vecMulVec u u = vecMulVec u u := by
    ext i j
    simp only [Matrix.mul_apply, vecMulVec_apply]
    calc ∑ k, u i * u k * (u k * u j) = u i * (u ⬝ᵥ u) * u j := by
          rw [dotProduct, Finset.mul_sum, Finset.sum_mul]
          exact Finset.sum_congr rfl fun k _ => by ring
      _ = u i * u j := by rw [hu, mul_one]
  rw [householder, transpose_sub, transpose_one, transpose_smul, hT]
  calc _ = 1 - (4 : ℝ) • vecMulVec u u + (4 : ℝ) • (vecMulVec u u * vecMulVec u u) := by
        simp only [sub_mul, mul_sub, one_mul, mul_one, Matrix.smul_mul, Matrix.mul_smul]
        module
    _ = 1 := by rw [hP, sub_add_cancel]

/-- Every unit vector is the first column of some orthogonal matrix. -/
theorem exists_orthogonal_first_column {n : ℕ} (v : Fin (n + 1) → ℝ) (hv : v ⬝ᵥ v = 1) :
    ∃ Q : Matrix (Fin (n + 1)) (Fin (n + 1)) ℝ, Qᵀ * Q = 1 ∧ ∀ i, Q i 0 = v i := by
  -- reflect along the direction u of v - e₀
  obtain ⟨c, u, -, hu, hx⟩ := exists_unit_direction (v - Pi.single 0 1)
  have hvu : v = Pi.single 0 1 + c • u := by
    rw [← hx]
    abel
  have key : c * (2 * u 0 + c) = 0 := by
    rw [hvu] at hv
    simp only [add_dotProduct, dotProduct_add, smul_dotProduct, dotProduct_smul,
      single_dotProduct, dotProduct_single, hu, smul_eq_mul, Pi.single_eq_same] at hv
    linear_combination hv
  rcases mul_eq_zero.mp key with hc | hc
  · refine ⟨1, by simp, fun i => ?_⟩
    rw [hvu, hc]
    simp [Matrix.one_apply, Pi.single_apply]
  · refine ⟨householder u, householder_orthogonal u hu, fun i => ?_⟩
    rw [hvu]
    simp only [householder, Matrix.sub_apply, Matrix.smul_apply, vecMulVec_apply,
      Matrix.one_apply, Pi.add_apply, Pi.smul_apply, Pi.single_apply, smul_eq_mul]
    linear_combination (-(u i)) * hc

end ExistsOrthogonalFirstColumn
```

Lean reports:

```
Main.lean:51:9: error: Tactic `cases` failed with a nested error:
Dependent elimination failed: Failed to solve equation
  (fun i => c • u i) = fun i => v i - Pi.single 0 1 i
at case `Eq.refl`
```

The `obtain` pattern has one component too many. After `c` and `u`, `exists_unit_direction` supplies just two facts: `u ⬝ᵥ u = 1` and the equation `v - Pi.single 0 1 = c • u`. The `-` discards the first, so `hu, hx` is left to take the equation apart. Lean then does case analysis on the equality, which requires it to unify the two sides. Neither is a variable it can replace by the other, hence "Dependent elimination failed"; the message shows both sides written out as functions. Without the `-`, `hu` names the normalisation and `hx` the equation.

The second change concerns a later step, on which the message is silent. `single_dotProduct` and `dotProduct_single` turn a product with `Pi.single 0 1` into the other vector's component at `0`. If that vector is still a sum or a multiple, this leaves terms such as `(c • u) 0`. `Pi.add_apply` and `Pi.smul_apply` expand these into the `c` and `u 0` that `linear_combination` needs.

The mended proof, as a diff:

```diff
@@ -49,5 +49,5 @@
     ∃ Q : Matrix (Fin (n + 1)) (Fin (n + 1)) ℝ, Qᵀ * Q = 1 ∧ ∀ i, Q i 0 = v i := by
   -- reflect along the direction u of v - e₀
-  obtain ⟨c, u, -, hu, hx⟩ := exists_unit_direction (v - Pi.single 0 1)
+  obtain ⟨c, u, hu, hx⟩ := exists_unit_direction (v - Pi.single 0 1)
   have hvu : v = Pi.single 0 1 + c • u := by
     rw [← hx]
@@ -56,5 +56,6 @@
     rw [hvu] at hv
     simp only [add_dotProduct, dotProduct_add, smul_dotProduct, dotProduct_smul,
-      single_dotProduct, dotProduct_single, hu, smul_eq_mul, Pi.single_eq_same] at hv
+      single_dotProduct, dotProduct_single, hu, smul_eq_mul, Pi.add_apply, Pi.smul_apply,
+      Pi.single_eq_same] at hv
     linear_combination hv
   rcases mul_eq_zero.mp key with hc | hc
```
